# Solvation energy at fractional charge lies on or above the straight line for a linearly interpolated solute potential and a positive semidefinite linear solvent response

Let a solute's surface potential go linearly from $v_0$ to $v_1$ as a fraction $x$ of a unit charge is added, in a continuum solvent with positive semidefinite response matrix $K$. For $0\le x\le1$ its solvation energy $G(v)=-\tfrac12\langle v,Kv\rangle$ exceeds the straight line between the two charge states by $\tfrac12x(1-x)\langle v_1-v_0,K(v_1-v_0)\rangle\ge0$.

```lean
import Mathlib

open Matrix

namespace FractionalChargeSolvent

noncomputable section

variable {n : Type*} [Fintype n]

/-- Solvation energy `G(v) = -⟨v, K v⟩ / 2` of a solute with surface potential `v` in a
continuum solvent with linear response matrix `K`. -/
def solvationEnergy (K : Matrix n n ℝ) (v : n → ℝ) : ℝ := -(v ⬝ᵥ K *ᵥ v) / 2

/-- Surface potential at fractional charge `x` between two charge states. -/
def mixedPotential (v0 v1 : n → ℝ) (x : ℝ) : n → ℝ := (1 - x) • v0 + x • v1

/-- Energy of surface charges `q` in the solute potential `v`, with mutual interaction `S`. -/
def polarizationFunctional (S : Matrix n n ℝ) (v q : n → ℝ) : ℝ :=
  q ⬝ᵥ v + (q ⬝ᵥ S *ᵥ q) / 2

/-- Reciprocity: for a symmetric response matrix the interaction of `u` with the response
to `v` equals that of `v` with the response to `u`. -/
theorem reciprocity {K : Matrix n n ℝ} (hs : K.IsSymm) (u v : n → ℝ) :
    u ⬝ᵥ K *ᵥ v = v ⬝ᵥ K *ᵥ u := by
  rw [Matrix.dotProduct_mulVec, ← Matrix.mulVec_transpose, hs.eq, dotProduct_comm]

/-- For an invertible, symmetric, positive semidefinite surface interaction `S`, the solvation
energy with `K = S⁻¹` is the least value of the polarization functional. -/
theorem solvationEnergy_isLeast [DecidableEq n] {S : Matrix n n ℝ} (hs : S.IsSymm)
    (hdet : IsUnit S.det) (hpos : ∀ q, 0 ≤ q ⬝ᵥ S *ᵥ q) (v : n → ℝ) :
    IsLeast (Set.range (polarizationFunctional S v)) (solvationEnergy S⁻¹ v) := by
  have hp : S *ᵥ (S⁻¹ *ᵥ v) = v := by
    rw [Matrix.mulVec_mulVec, Matrix.mul_nonsing_inv S hdet, Matrix.one_mulVec]
  -- complete the square around the optimal charges `-S⁻¹ v`
  have key : ∀ q, polarizationFunctional S v q = solvationEnergy S⁻¹ v
      + ((q + S⁻¹ *ᵥ v) ⬝ᵥ S *ᵥ (q + S⁻¹ *ᵥ v)) / 2 := by
    intro q
    have hc : (S⁻¹ *ᵥ v) ⬝ᵥ S *ᵥ q = q ⬝ᵥ v := by rw [reciprocity hs, hp]
    simp only [polarizationFunctional, solvationEnergy, Matrix.mulVec_add, add_dotProduct,
      dotProduct_add, hp, hc, dotProduct_comm v (S⁻¹ *ᵥ v)]
    ring
  constructor
  · refine ⟨-(S⁻¹ *ᵥ v), ?_⟩
    rw [key, neg_add_cancel, Matrix.mulVec_zero, dotProduct_zero, zero_div, add_zero]
  · rintro _ ⟨q, rfl⟩
    rw [key]
    linarith [hpos (q + S⁻¹ *ᵥ v)]

/-- The deviation of the solvation energy from the straight line between two charge states
is `x (1 - x) / 2` times the quadratic form of `K` at the difference of their potentials. -/
theorem deviation_from_line (K : Matrix n n ℝ) (v0 v1 : n → ℝ) (x : ℝ) :
    solvationEnergy K (mixedPotential v0 v1 x)
      - ((1 - x) * solvationEnergy K v0 + x * solvationEnergy K v1)
      = x * (1 - x) / 2 * ((v1 - v0) ⬝ᵥ K *ᵥ (v1 - v0)) := by
  simp only [solvationEnergy, mixedPotential, Matrix.mulVec_add, Matrix.mulVec_sub,
    Matrix.mulVec_smul, add_dotProduct, dotProduct_add, sub_dotProduct, dotProduct_sub,
    smul_dotProduct, dotProduct_smul, smul_eq_mul]
  ring

/-- For a positive semidefinite response and `0 ≤ x ≤ 1`, the solvation energy at fractional
charge lies on or above the straight line between the two charge states. -/
theorem fractional_charge_penalty {K : Matrix n n ℝ} (hK : ∀ u, 0 ≤ u ⬝ᵥ K *ᵥ u)
    (v0 v1 : n → ℝ) {x : ℝ} (hx0 : 0 ≤ x) (hx1 : x ≤ 1) :
    (1 - x) * solvationEnergy K v0 + x * solvationEnergy K v1
      ≤ solvationEnergy K (mixedPotential v0 v1 x) := by
  have h := mul_nonneg (div_nonneg (mul_nonneg hx0 (sub_nonneg.2 hx1)) zero_le_two)
    (hK (v1 - v0))
  linarith [deviation_from_line K v0 v1 x]

/-- For a symmetric positive semidefinite response, a potential with zero quadratic form
induces no surface charge. -/
theorem no_response_of_zero_energy {K : Matrix n n ℝ} (hs : K.IsSymm)
    (hK : ∀ u, 0 ≤ u ⬝ᵥ K *ᵥ u) {w : n → ℝ} (hw : w ⬝ᵥ K *ᵥ w = 0) : K *ᵥ w = 0 := by
  obtain ⟨u, hu⟩ : ∃ u, u = K *ᵥ w := ⟨_, rfl⟩
  have h1 : w ⬝ᵥ K *ᵥ u = u ⬝ᵥ u := by rw [reciprocity hs, ← hu]
  rw [← hu] at hw ⊢
  -- test positivity on a suitable combination of `w` and its response `u`
  have h := hK ((u ⬝ᵥ K *ᵥ u + 1) • w - (u ⬝ᵥ u) • u)
  simp only [Matrix.mulVec_sub, Matrix.mulVec_smul, sub_dotProduct, dotProduct_sub,
    smul_dotProduct, dotProduct_smul, smul_eq_mul, ← hu, h1, hw] at h
  have h2 : (u ⬝ᵥ u) * (u ⬝ᵥ u) ≤ 0 := by
    nlinarith [mul_nonneg (hK u) (mul_self_nonneg (u ⬝ᵥ u))]
  exact dotProduct_self_eq_zero.mp
    (mul_self_eq_zero.mp (le_antisymm h2 (mul_self_nonneg _)))

/-- For a symmetric positive semidefinite response and `0 < x < 1`, the penalty vanishes
exactly when both charge states induce the same surface charge. -/
theorem penalty_eq_zero_iff {K : Matrix n n ℝ} (hs : K.IsSymm)
    (hK : ∀ u, 0 ≤ u ⬝ᵥ K *ᵥ u) (v0 v1 : n → ℝ) {x : ℝ} (hx0 : 0 < x) (hx1 : x < 1) :
    solvationEnergy K (mixedPotential v0 v1 x)
      = (1 - x) * solvationEnergy K v0 + x * solvationEnergy K v1
      ↔ K *ᵥ v1 = K *ᵥ v0 := by
  have g := deviation_from_line K v0 v1 x
  constructor
  · intro h
    rw [h, sub_self] at g
    have hD := (mul_eq_zero.mp g.symm).resolve_left
      (half_pos (mul_pos hx0 (sub_pos.2 hx1))).ne'
    have h0 := no_response_of_zero_energy hs hK hD
    rw [Matrix.mulVec_sub] at h0
    exact sub_eq_zero.mp h0
  · intro h
    rw [Matrix.mulVec_sub, h, sub_self, dotProduct_zero, mul_zero] at g
    exact sub_eq_zero.mp g

/-- The slope of the solvation energy in the fractional charge is the solvation energy difference of
the two charge states plus `(1 - 2 * x) / 2` times the quadratic form of `K` at the difference of
their potentials. -/
theorem hasDerivAt_solvationEnergy (K : Matrix n n ℝ) (v0 v1 : n → ℝ) (x : ℝ) :
    HasDerivAt (fun y => solvationEnergy K (mixedPotential v0 v1 y))
      (solvationEnergy K v1 - solvationEnergy K v0
        + (1 - 2 * x) / 2 * ((v1 - v0) ⬝ᵥ K *ᵥ (v1 - v0))) x := by
  obtain ⟨D, hD⟩ : ∃ D, D = (v1 - v0) ⬝ᵥ K *ᵥ (v1 - v0) := ⟨_, rfl⟩
  have hfun : (fun y => solvationEnergy K (mixedPotential v0 v1 y)) = fun y =>
      solvationEnergy K v0 + (y * (solvationEnergy K v1 - solvationEnergy K v0 + D / 2)
        - y * y * (D / 2)) := by
    funext y
    have g := deviation_from_line K v0 v1 y
    rw [← hD] at g
    linear_combination g
  rw [hfun, ← hD]
  have hid := hasDerivAt_id' x
  have h := ((hid.mul_const (solvationEnergy K v1 - solvationEnergy K v0 + D / 2)).fun_sub
    ((hid.fun_mul hid).mul_const (D / 2))).const_add (solvationEnergy K v0)
  exact h.congr_deriv (by ring)

/-- For an ensemble of charge states with weights summing to one, the deviation of the
solvation energy from the ensemble average is a sum over pairs of states. -/
theorem ensemble_deviation {ι : Type*} [Fintype ι] (K : Matrix n n ℝ) (v : ι → n → ℝ)
    (w : ι → ℝ) (hw : ∑ i, w i = 1) :
    solvationEnergy K (∑ i, w i • v i) - ∑ i, w i * solvationEnergy K (v i)
      = (∑ i, ∑ j, w i * w j * ((v i - v j) ⬝ᵥ K *ᵥ (v i - v j))) / 4 := by
  have hlin := map_sum K.mulVecLin (fun i => w i • v i) Finset.univ
  simp only [Matrix.mulVecLin_apply, Matrix.mulVec_smul] at hlin
  have hq : (∑ i, w i • v i) ⬝ᵥ K *ᵥ (∑ i, w i • v i)
      = ∑ i, ∑ j, w i * w j * (v i ⬝ᵥ K *ᵥ v j) := by
    rw [hlin, sum_dotProduct]
    refine Finset.sum_congr rfl fun i _ => ?_
    rw [dotProduct_sum]
    refine Finset.sum_congr rfl fun j _ => ?_
    simp only [smul_dotProduct, dotProduct_smul, smul_eq_mul]
    ring
  -- diagonal terms collapse because the weights sum to one
  have h1 : ∑ i, ∑ j, w i * w j * (v i ⬝ᵥ K *ᵥ v i) = ∑ i, w i * (v i ⬝ᵥ K *ᵥ v i) := by
    refine Finset.sum_congr rfl fun i _ => ?_
    rw [← mul_one (w i * (v i ⬝ᵥ K *ᵥ v i)), ← hw, Finset.mul_sum]
    exact Finset.sum_congr rfl fun j _ => by ring
  have h2 : ∑ i, ∑ j, w i * w j * (v j ⬝ᵥ K *ᵥ v j) = ∑ i, w i * (v i ⬝ᵥ K *ᵥ v i) := by
    rw [Finset.sum_comm, ← h1]
    exact Finset.sum_congr rfl fun i _ => Finset.sum_congr rfl fun j _ => by ring
  have h3 : ∑ i, ∑ j, w i * w j * (v j ⬝ᵥ K *ᵥ v i)
      = ∑ i, ∑ j, w i * w j * (v i ⬝ᵥ K *ᵥ v j) := by
    rw [Finset.sum_comm]
    exact Finset.sum_congr rfl fun i _ => Finset.sum_congr rfl fun j _ => by ring
  have hexp : ∑ i, ∑ j, w i * w j * ((v i - v j) ⬝ᵥ K *ᵥ (v i - v j))
      = ∑ i, ∑ j, w i * w j * (v i ⬝ᵥ K *ᵥ v i) + ∑ i, ∑ j, w i * w j * (v j ⬝ᵥ K *ᵥ v j)
        - ∑ i, ∑ j, w i * w j * (v i ⬝ᵥ K *ᵥ v j)
        - ∑ i, ∑ j, w i * w j * (v j ⬝ᵥ K *ᵥ v i) := by
    simp only [← Finset.sum_sub_distrib, ← Finset.sum_add_distrib]
    refine Finset.sum_congr rfl fun i _ => Finset.sum_congr rfl fun j _ => ?_
    simp only [Matrix.mulVec_sub, sub_dotProduct, dotProduct_sub]
    ring
  have hG : ∑ i, w i * solvationEnergy K (v i) = -(∑ i, w i * (v i ⬝ᵥ K *ᵥ v i)) / 2 := by
    rw [← Finset.sum_neg_distrib, Finset.sum_div]
    exact Finset.sum_congr rfl fun i _ => by unfold solvationEnergy; ring
  rw [hG, hexp, h1, h2, h3, solvationEnergy, hq]
  ring

/-- Born ion of radius `R > 0` in a solvent of permittivity `ε > 1` (atomic units): between
charges `q` and `q + 1`, with `0 < x < 1`, the penalty is `x (1 - x) (1 - 1/ε) / (2 R)`,
which is positive. -/
theorem born_ion_penalty {ε R x : ℝ} (hε : 1 < ε) (hR : 0 < R) (hx0 : 0 < x) (hx1 : x < 1)
    (q : ℝ) :
    let K : Matrix (Fin 1) (Fin 1) ℝ := Matrix.of fun _ _ => (1 - 1 / ε) * R
    let v : ℝ → Fin 1 → ℝ := fun c _ => c / R
    solvationEnergy K (mixedPotential (v q) (v (q + 1)) x)
        - ((1 - x) * solvationEnergy K (v q) + x * solvationEnergy K (v (q + 1)))
        = x * (1 - x) * (1 - 1 / ε) / (2 * R)
      ∧ 0 < x * (1 - x) * (1 - 1 / ε) / (2 * R) := by
  intro K v
  have hε0 : 0 < ε := by linarith
  have hd : (q + 1) / R - q / R = 1 / R := by ring
  have hform : (v (q + 1) - v q) ⬝ᵥ K *ᵥ (v (q + 1) - v q) = (1 - 1 / ε) / R := by
    simp only [K, v, Matrix.mulVec, dotProduct, Matrix.of_apply, Pi.sub_apply,
      Finset.univ_unique, Finset.sum_singleton, hd]
    field_simp
  constructor
  · rw [deviation_from_line, hform]
    ring
  · have h : 0 < 1 - 1 / ε := by
      rw [sub_pos, div_lt_one hε0]
      exact hε
    exact div_pos (mul_pos (mul_pos hx0 (sub_pos.2 hx1)) h) (by positivity)

end

end FractionalChargeSolvent
```

```lean
#print axioms FractionalChargeSolvent.fractional_charge_penalty
#print axioms FractionalChargeSolvent.penalty_eq_zero_iff
#print axioms FractionalChargeSolvent.ensemble_deviation
#print axioms FractionalChargeSolvent.born_ion_penalty
```

```
'FractionalChargeSolvent.fractional_charge_penalty' depends on axioms: [propext, Classical.choice, Quot.sound]
'FractionalChargeSolvent.penalty_eq_zero_iff' depends on axioms: [propext, Classical.choice, Quot.sound]
'FractionalChargeSolvent.ensemble_deviation' depends on axioms: [propext, Classical.choice, Quot.sound]
'FractionalChargeSolvent.born_ion_penalty' depends on axioms: [propext, Classical.choice, Quot.sound]
```

## Surface charges and their energy

A charged solute polarises the solvent around it, and the polarisation acts back on the solute. In the apparent-surface-charge models treated here, this response is represented by charges on the cavity surface. The type `n` labels finitely many surface elements, a potential is a vector `n → ℝ`, and `u ⬝ᵥ K *ᵥ v` is $\langle u,Kv\rangle$. The induced charges are $-Kv$, and the solvation energy is $G(v)=-\tfrac12\langle v,Kv\rangle$.

The hypothesis `hK` says that $\langle u,Ku\rangle\ge0$ for every $u$: the solvation energy $G$ is never positive. Symmetry, `K.IsSymm`, is a separate hypothesis, and the main inequality doesn't use it.

`solvationEnergy_isLeast` derives $G$ from a variational principle when $K=S^{-1}$, with $S$ the symmetric, invertible, positive semidefinite interaction between surface charges. For charges $q$, completing the square gives
$$\langle q,v\rangle+\tfrac12\langle q,Sq\rangle=-\tfrac12\langle v,S^{-1}v\rangle+\tfrac12\langle q+S^{-1}v,\,S(q+S^{-1}v)\rangle .$$
The last term is nonnegative and vanishes at $q=-S^{-1}v$. In Lean this identity is `key`; `reciprocity` supplies the equality of the cross terms. If $S$ is the bare Coulomb interaction, the solvent is a conductor; for a dielectric of finite permittivity, $S$ also contains the energy cost of polarising it.

Besides the linear solvent response, the model assumes the interpolation `mixedPotential`, $v_x=(1-x)v_0+xv_1$. It holds for a fixed cavity and a solute density interpolated linearly between the two states; a density that relaxes at each $x$ need not follow it. The theorems concern the solvation term alone, not the solute's internal energy.

## The gap between curve and line

Write $a=\langle v_0,Kv_0\rangle$, $b=\langle v_1,Kv_1\rangle$ and $c=\langle v_0,Kv_1\rangle+\langle v_1,Kv_0\rangle$. Then
$$G(v_x)=-\tfrac12\left[(1-x)^2a+x^2b+x(1-x)c\right].$$
Subtracting the line $-\tfrac12[(1-x)a+xb]$ leaves
$$\tfrac12x(1-x)(a+b-c)=\tfrac12x(1-x)D,\qquad D=\langle v_1-v_0,K(v_1-v_0)\rangle .$$
`deviation_from_line` does this expansion with `simp only` and finishes with `ring`; it holds for every real $K$ and $x$. `fractional_charge_penalty` adds the signs of $x(1-x)$ and $D$.

## When the penalty vanishes

For symmetric positive semidefinite $K$ and $0<x<1$, `penalty_eq_zero_iff` says that the gap is zero exactly when $Kv_1=Kv_0$, so that both states induce the same surface charge. A zero gap forces $D=0$, and it remains to show that $\langle w,Kw\rangle=0$ implies $Kw=0$.

Put $u=Kw$, $\beta=\langle u,u\rangle$ and $\gamma=\langle u,Ku\rangle$. Positivity on $(\gamma+1)w-\beta u$ gives
$$0\le-2(\gamma+1)\beta^2+\beta^2\gamma=-\beta^2(\gamma+2).$$
Since $\gamma\ge0$, $\beta=0$ and $u=0$. `no_response_of_zero_energy` uses this same vector, and `nlinarith` extracts $\beta^2\le0$.

## Slope, ensembles and the Born ion

By the gap identity $G(v_x)$ is a polynomial of degree at most two in $x$, and differentiating gives
$$\frac{dG}{dx}=G(v_1)-G(v_0)+\tfrac12(1-2x)D .$$

For weights $w_i$ summing to one, expanding the pair differences gives
$$\sum_{i,j}w_iw_j\langle v_i-v_j,K(v_i-v_j)\rangle=2\sum_iw_i\langle v_i,Kv_i\rangle-2\sum_{i,j}w_iw_j\langle v_i,Kv_j\rangle .$$
A quarter of this is the deviation from the ensemble average. `ensemble_deviation` collapses the diagonal sums in `h1` and `h2` and swaps indices in `h3`.

A Born ion of radius $R$ in permittivity $\varepsilon>1$ needs one surface element, with $v=q/R$ and $K=(1-1/\varepsilon)R$; here `q` is the ion's charge, not a surface charge. Between $q$ and $q+1$, $D=(1-1/\varepsilon)/R$, so for $0<x<1$ the penalty $x(1-x)(1-1/\varepsilon)/(2R)$ is strictly positive.

## In a solvated electronic-structure calculation

With both densities frozen on one cavity, the two charge states give $v_0$ and $v_1$ on the surface elements. One application of $K$ to their difference, followed by a scalar product, gives $D$; the solvent's excess at half charge is $D/8$. For a Born ion with $R=4$ bohr and $\varepsilon=80$, that is about 0.031 hartree, or 0.84 eV.
